# Effective stiffness of a cubic polar crystal in a depolarizing field

The theorem `depolarized_force` concerns a classical, linear model of a cubic polar crystal with the Lorentz local field, in which the electronic dielectric constant `e > 0` obeys the Clausius–Mossotti relation and the vacuum permittivity is one. If the macroscopic field is the depolarizing field `-L P`, with `0 ≤ L ≤ 1`, and the polarization `P` is self-consistent, the force on the relative ionic displacement `u` is `-K u`. Here `K` is the transverse stiffness plus `L n Z² (e + 2)² / (9 (1 + L (e - 1)))`, where `n` is the density of ion pairs and `Z` the ionic charge. The proof shows that `1 + L (e - 1)` is positive, solves for `P` in terms of `u`, puts the result into the force formula `force_eq`, and leaves the final comparison to `module`.

The first attempt, which Lean rejects:

```lean
import Mathlib

namespace SzigetiLocalField

noncomputable section

variable {V : Type*} [NormedAddCommGroup V] [InnerProductSpace ℝ V]

/-- A cubic polar crystal: density `n` of ion pairs, ionic charge `Z`, electronic
polarizability `a` and short-range stiffness `k`, in units with vacuum permittivity one. -/
structure PolarCrystal where
  n : ℝ
  Z : ℝ
  a : ℝ
  k : ℝ

/-- The Lorentz local field `F = E + P/3`. -/
def localField (E P : V) : V := E + (1 / 3 : ℝ) • P

/-- The polarization is produced by the displaced charges and by the electronic dipoles
induced by the local field: `P = n (Z u + a F)`. -/
def SelfConsistent (c : PolarCrystal) (u E P : V) : Prop :=
  P = c.n • (c.Z • u + c.a • localField E P)

/-- The force `-k u + Z F` on the relative displacement `u`. -/
def force (c : PolarCrystal) (u E P : V) : V :=
  -(c.k • u) + c.Z • localField E P

/-- The Clausius–Mossotti relation between the polarizability and the electronic
dielectric constant `e`. -/
def ClausiusMossotti (c : PolarCrystal) (e : ℝ) : Prop :=
  c.n * c.a / 3 = (e - 1) / (e + 2)

/-- The transverse stiffness `k - n Z² (e + 2) / 9`. -/
def stiffnessTO (c : PolarCrystal) (e : ℝ) : ℝ :=
  c.k - c.n * c.Z ^ 2 * (e + 2) / 9

/-- The local-field equation has exactly one solution for given displacement and
macroscopic field, `P = (n Z (e + 2) / 3) u + (e - 1) E`. -/
theorem selfConsistent_iff {c : PolarCrystal} {e : ℝ} (he : 0 < e)
    (h : ClausiusMossotti c e) (u E P : V) :
    SelfConsistent c u E P ↔
      P = (c.n * c.Z * (e + 2) / 3) • u + (e - 1) • E := by
  have hna : c.n * c.a * (e + 2) = 3 * (e - 1) := by
    unfold ClausiusMossotti at h
    rw [div_eq_div_iff (by norm_num) (by positivity)] at h
    linarith
  unfold SelfConsistent localField
  constructor
  · intro hP
    linear_combination (norm := module)
      ((e + 2) / 3) • hP + hna • ((1 / 9 : ℝ) • P + (1 / 3 : ℝ) • E)
  · intro hP
    linear_combination (norm := module)
      (1 - c.n * c.a / 3) • hP - hna • ((c.n * c.Z / 9) • u + (1 / 3 : ℝ) • E)

/-- With the local field eliminated, the force is that of a spring of transverse stiffness
and of a charge `Z (e + 2) / 3` in the macroscopic field. -/
theorem force_eq {c : PolarCrystal} {e : ℝ} (he : 0 < e)
    (h : ClausiusMossotti c e) {u E P : V} (hs : SelfConsistent c u E P) :
    force c u E P = -(stiffnessTO c e • u) + (c.Z * (e + 2) / 3) • E := by
  have hP := (selfConsistent_iff he h u E P).mp hs
  simp only [force, localField, stiffnessTO]
  linear_combination (norm := module) (c.Z / 3) • hP

/-- For a depolarizing field `E = -L P` with `0 ≤ L ≤ 1`, the stiffness exceeds the
transverse one by `L n Z² (e + 2)² / (9 (1 + L (e - 1)))`. -/
theorem depolarized_force {c : PolarCrystal} {e L : ℝ} (he : 0 < e)
    (h : ClausiusMossotti c e) (hL0 : 0 ≤ L) (hL1 : L ≤ 1) {u P : V}
    (hs : SelfConsistent c u (-(L • P)) P) :
    force c u (-(L • P)) P =
      -((stiffnessTO c e +
        L * (c.n * c.Z ^ 2 * (e + 2) ^ 2) / (9 * (1 + L * (e - 1)))) • u) := by
  have hD : 0 < 1 + L * (e - 1) := by
    rcases hL0.eq_or_lt with h0 | h0
    · rw [← h0]; norm_num
    · nlinarith [mul_pos h0 he]
  have hP := (selfConsistent_iff he h u _ P).mp hs
  have hDP : (1 + L * (e - 1)) • P = (c.n * c.Z * (e + 2) / 3) • u := by
    linear_combination (norm := module) (1 : ℝ) • hP
  have hPu : P = (1 + L * (e - 1))⁻¹ • ((c.n * c.Z * (e + 2) / 3) • u) := by
    rw [← hDP, smul_smul, inv_mul_cancel₀ hD.ne', one_smul]
  rw [force_eq he h hs, hPu]
  module

end

end SzigetiLocalField
```

Messages:

```
Main.lean:84:2: error: ring failed, ring expressions not equal
V : Type u_1
inst✝¹ : NormedAddCommGroup V
inst✝ : InnerProductSpace ℝ V
c : PolarCrystal
e L : ℝ
he : 0 < e
h : ClausiusMossotti c e
hL0 : 0 ≤ L
hL1 : L ≤ 1
u P : V
hs : SelfConsistent c u (-(L • P)) P
hD : 0 < 1 + L * (e - 1)
hP : P = (c.n * c.Z * (e + 2) / 3) • u + (e - 1) • -(L • P)
hDP : (1 + L * (e - 1)) • P = (c.n * c.Z * (e + 2) / 3) • u
hPu : P = (1 + L * (e - 1))⁻¹ • (c.n * c.Z * (e + 2) / 3) • u
⊢ -stiffnessTO c e + c.Z ^ 2 * e * L * (1 + e * L - L)⁻¹ * c.n * (-4 / 9) +
        c.Z ^ 2 * e ^ 2 * L * (1 + e * L - L)⁻¹ * c.n * (-1 / 9) +
      c.Z ^ 2 * L * (1 + e * L - L)⁻¹ * c.n * (-4 / 9) =
    -stiffnessTO c e - c.Z ^ 2 * e * L * c.n * (9 + e * L * 9 - L * 9)⁻¹ * 4 -
        c.Z ^ 2 * e ^ 2 * L * c.n * (9 + e * L * 9 - L * 9)⁻¹ -
      c.Z ^ 2 * L * c.n * (9 + e * L * 9 - L * 9)⁻¹ * 4
```

What went wrong. The one error comes from the closing `module`, which reduces the goal to an equality between the coefficients of `u` and hands that to `ring`. The equality is true, but `ring` fails to prove it. The message shows why: the left side contains `(1 + e * L - L)⁻¹`, the right side `(9 + e * L * 9 - L * 9)⁻¹`. The second comes from the denominator `9 * (1 + L * (e - 1))` in the statement. `ring` multiplies out this product before inverting it, and then treats the inverse of the resulting sum as an indivisible quantity. It does not take the common factor 9 back out, so it never sees that the two inverses differ only by that factor.

The repair uses `generalize` to replace `1 + L * (e - 1)` by a single variable `D` throughout the goal. The inverses are now `D⁻¹` and `(9 * D)⁻¹`, and with no sum to multiply out, `ring` can split the second into `9⁻¹ * D⁻¹`. The two sides then agree, and `module` succeeds. The other added line is only a comment.

This version goes through:

```diff
@@ -82,4 +82,6 @@
     rw [← hDP, smul_smul, inv_mul_cancel₀ hD.ne', one_smul]
   rw [force_eq he h hs, hPu]
+  -- treat the depolarization denominator as a single quantity
+  generalize 1 + L * (e - 1) = D
   module
 
```
